# Radial Bessel functions with n ≥ 1 have a force jump when truncated at the cutoff

A simulation code with a short-ranged machine-learned potential typically builds a neighbour list, evaluates a set of radial functions at each pair distance $r$ below a cutoff $r_c$, and skips every pair beyond it. Skipping the pair sets its contribution to zero from $r_c$ onwards. For $r_c>0$ and integers $n\ge 1$, a common choice of radial functions is

$$e_n(r)=\sqrt{\frac{2}{r_c}}\,\frac{\sin(n\pi r/r_c)}{r},$$

each a constant multiple of $j_0(n\pi r/r_c)$, where $j_0(x)=\sin x/x$ is the spherical Bessel function of order zero. They satisfy

$$\int_0^{r_c} e_m e_n\,r^2\,dr=\delta_{mn},\qquad e_n(r_c)=0,\qquad e_n'(r_c)=\sqrt{\frac{2}{r_c}}\,\frac{\pi}{r_c^2}\,(-1)^n n\neq 0 .$$

If a single $e_n$ is used as a pair potential and truncated at $r_c$, its energy is therefore continuous there, but its force is not.

## Pairs crossing the cutoff in molecular dynamics

In a molecular dynamics run, pairs can cross $r_c$ many times, for example in a liquid. The usual error estimates for integrators such as velocity Verlet assume a smooth force, and for a pair potential that is a finite linear combination of the $e_n$, the results below say when the force is at least continuous at the cutoff. Two ways to obtain this are treated here: a linear constraint on the coefficients, and a continuously differentiable envelope factor that vanishes at $r_c$.

## From the sine product to the slope at the cutoff

**Orthonormality.** The weight $r^2$ cancels the two factors $1/r$, and the product formula for sines gives

$$e_m e_n r^2=\frac{1}{r_c}\left[\cos\frac{(m-n)\pi r}{r_c}-\cos\frac{(m+n)\pi r}{r_c}\right].$$

For a nonzero integer $k$,

$$\int_0^{r_c}\cos\frac{k\pi r}{r_c}\,dr=\frac{r_c}{k\pi}\sin k\pi=0 .$$

The second cosine always integrates to zero, because $m+n\neq0$. The first does so when $m\ne n$. When $m=n$ it equals 1, and the integral is $r_c/r_c=1$.

**Slope.** For $r\neq 0$ the quotient rule gives

$$e_n'(r)=\sqrt{\frac{2}{r_c}}\;\frac{\frac{n\pi}{r_c}\,r\cos\frac{n\pi r}{r_c}-\sin\frac{n\pi r}{r_c}}{r^2}.$$

At $r=r_c$ the sine is zero and the cosine is $(-1)^n$, which leaves the value stated above.

**Truncation.** Let $V$ be continuously differentiable near $r_c$. Let $V_t=V$ for $r<r_c$ and $V_t=0$ for $r\ge r_c$, with force $F=-V_t'$. Then $F\to -V'(r_c)$ from the left and $F\to0$ from the right.

Suppose also that $V(r_c)=0$. If $F$ is continuous at $r_c$, the two limits agree and $V'(r_c)=0$. Conversely, if $V'(r_c)=0$, then $V(r)=o(r-r_c)$. Since $|V_t|\le|V|$, the same holds for $V_t$, so $V_t'(r_c)=0$. The force at $r_c$ is then zero and agrees with both limits.

**Expansions and envelopes.** For $V=\sum_n c_n e_n$ with finitely many real coefficients $c_n$,

$$V'(r_c)=\sqrt{\frac{2}{r_c}}\,\frac{\pi}{r_c^2}\sum_n(-1)^n n\,c_n ,$$

so the force is continuous at the cutoff exactly when $\sum_n(-1)^n n c_n=0$. For $V=u\,e_n$ with a continuously differentiable envelope $u$ and $u(r_c)=0$, the slope $u'e_n+u\,e_n'$ vanishes at $r_c$ because both $e_n$ and $u$ do. The slope of $u$ itself need not vanish.

## Numbers for a cutoff of 2

Take $r_c=2$ in some length unit, so that $\sqrt{2/r_c}=1$ and the common prefactor is $\pi/4$.

- For $e_1$ the slope at the cutoff is $-\pi/4$. The force drops from about $0.785$ to $0$.
- For $e_2$ the slope is $\pi/2$. The force rises from about $-1.571$ to $0$.
- For $2e_1+e_2$ the sum is $-1\cdot2+2\cdot1=0$, and the force is continuous.
- For $(1-r/2)\,e_1$ the slope at the cutoff is $-\tfrac12\cdot 0+0\cdot(-\tfrac{\pi}{4})=0$, and the force is again continuous.

## The Lean source

```lean
import Mathlib

open Real Filter Topology

namespace RadialBesselCutoff

noncomputable section

/-- The radial Bessel function `√(2/rc) sin(nπr/rc)/r`, for `rc > 0` and `r ≠ 0`. -/
def besselBasis (rc : ℝ) (n : ℕ) (r : ℝ) : ℝ :=
  √(2 / rc) * Real.sin (n * π * r / rc) / r

/-- The slope formula of the radial Bessel function, for `rc > 0` and `r ≠ 0`. -/
def besselSlope (rc : ℝ) (n : ℕ) (r : ℝ) : ℝ :=
  √(2 / rc) * (n * π / rc * Real.cos (n * π * r / rc) * r - Real.sin (n * π * r / rc)) / r ^ 2

/-- A potential cut off at `rc`: unchanged inside, zero from `rc` onwards. -/
def truncated (rc : ℝ) (V : ℝ → ℝ) (r : ℝ) : ℝ := if r < rc then V r else 0

/-- The radial force, minus the derivative of the potential, where that derivative exists. -/
def radialForce (V : ℝ → ℝ) (r : ℝ) : ℝ := -deriv V r

/-- The potential is differentiable at `r` and its force is continuous there. -/
def HasContinuousForceAt (V : ℝ → ℝ) (r : ℝ) : Prop :=
  DifferentiableAt ℝ V r ∧ ContinuousAt (radialForce V) r

/-- For `rc > 0`, a cosine with a nonzero integer number of half-waves on `(0, rc)`
integrates to zero. -/
theorem integral_cos_mode {rc : ℝ} (hrc : 0 < rc) {k : ℤ} (hk : k ≠ 0) :
    ∫ r in (0 : ℝ)..rc, Real.cos (k * π * r / rc) = 0 := by
  have hk' : (k : ℝ) ≠ 0 := Int.cast_ne_zero.2 hk
  have hrc' := hrc.ne'
  have hpi := Real.pi_ne_zero
  have h : ∀ r : ℝ, HasDerivAt (fun r : ℝ => rc / (k * π) * Real.sin (k * π * r / rc))
      (Real.cos (k * π * r / rc)) r := by
    intro r
    have h1 : HasDerivAt (fun r : ℝ => (k : ℝ) * π * r / rc) (k * π / rc) r :=
      (((hasDerivAt_id r).const_mul ((k : ℝ) * π)).div_const rc).congr_deriv (by ring)
    exact (h1.sin.const_mul (rc / (k * π))).congr_deriv (by field_simp)
  have hi : IntervalIntegrable (fun r : ℝ => Real.cos (k * π * r / rc))
      MeasureTheory.volume 0 rc := Continuous.intervalIntegrable (by fun_prop) _ _
  have e : (k : ℝ) * π * rc / rc = k * π := mul_div_cancel_right₀ _ hrc'
  rw [intervalIntegral.integral_eq_sub_of_hasDerivAt (fun r _ => h r) hi]
  simp [e, Real.sin_int_mul_pi]

/-- For `rc > 0` and `m ≥ 1`, the radial Bessel functions satisfy the orthonormality
relation on `(0, rc)` with weight `r²`. -/
theorem besselBasis_orthonormal {rc : ℝ} (hrc : 0 < rc) {m : ℕ} (hm : 1 ≤ m) (n : ℕ) :
    ∫ r in (0 : ℝ)..rc, besselBasis rc m r * besselBasis rc n r * r ^ 2
      = if m = n then 1 else 0 := by
  -- the weight cancels the two factors 1/r, and the product of sines is a difference of cosines
  have key : ∀ r : ℝ, besselBasis rc m r * besselBasis rc n r * r ^ 2
      = 1 / rc * (Real.cos ((((m : ℤ) - n : ℤ) : ℝ) * π * r / rc)
        - Real.cos ((((m : ℤ) + n : ℤ) : ℝ) * π * r / rc)) := by
    intro r
    have hs : √(2 / rc) * √(2 / rc) = 2 / rc := Real.mul_self_sqrt (by positivity)
    have e1 : (((m : ℤ) - n : ℤ) : ℝ) * π * r / rc = m * π * r / rc - n * π * r / rc := by
      push_cast; ring
    have e2 : (((m : ℤ) + n : ℤ) : ℝ) * π * r / rc = m * π * r / rc + n * π * r / rc := by
      push_cast; ring
    rw [e1, e2, Real.cos_sub, Real.cos_add]
    by_cases hr : r = 0
    · subst hr; simp [besselBasis]
    · have hb : ∀ k : ℕ, besselBasis rc k r * r = √(2 / rc) * Real.sin (k * π * r / rc) :=
        fun k => div_mul_cancel₀ _ hr
      calc besselBasis rc m r * besselBasis rc n r * r ^ 2
          = (besselBasis rc m r * r) * (besselBasis rc n r * r) := by ring
        _ = _ := by
          rw [hb, hb]
          linear_combination (Real.sin (m * π * r / rc) * Real.sin (n * π * r / rc)) * hs
  have hc : ∀ k : ℤ, IntervalIntegrable (fun r : ℝ => Real.cos ((k : ℝ) * π * r / rc))
      MeasureTheory.volume 0 rc := fun k => Continuous.intervalIntegrable (by fun_prop) _ _
  simp only [key]
  rw [intervalIntegral.integral_const_mul,
    intervalIntegral.integral_sub (hc ((m : ℤ) - n)) (hc ((m : ℤ) + n)),
    integral_cos_mode hrc (k := (m : ℤ) + n) (by omega)]
  by_cases h : m = n
  · subst h; simp [hrc.ne']
  · rw [integral_cos_mode hrc (k := (m : ℤ) - n) (by omega)]; simp [h]

/-- Away from the origin a radial Bessel function has the stated slope, which is continuous. -/
theorem besselBasis_hasDerivAt (rc : ℝ) (n : ℕ) {r : ℝ} (hr : r ≠ 0) :
    HasDerivAt (besselBasis rc n) (besselSlope rc n r) r ∧
      ContinuousAt (besselSlope rc n) r := by
  constructor
  · have h1 : HasDerivAt (fun r : ℝ => (n : ℝ) * π * r / rc) (n * π / rc) r :=
      (((hasDerivAt_id r).const_mul ((n : ℝ) * π)).div_const rc).congr_deriv (by ring)
    have h2 := (h1.sin.const_mul (√(2 / rc))).fun_div (hasDerivAt_id' r) hr
    exact h2.congr_deriv (by unfold besselSlope; ring)
  · unfold besselSlope
    exact ContinuousAt.div (by fun_prop) (by fun_prop) (pow_ne_zero 2 hr)

/-- At a cutoff `rc > 0` each radial Bessel function vanishes, and its slope is
`√(2/rc) π/rc² · (-1)ⁿ n`. -/
theorem besselBasis_cutoff {rc : ℝ} (hrc : 0 < rc) (n : ℕ) :
    besselBasis rc n rc = 0 ∧
      besselSlope rc n rc = √(2 / rc) * π / rc ^ 2 * ((-1) ^ n * n) := by
  have e : (n : ℝ) * π * rc / rc = n * π := mul_div_cancel_right₀ _ hrc.ne'
  constructor
  · rw [besselBasis, e, Real.sin_nat_mul_pi, mul_zero, zero_div]
  · rw [besselSlope, e, Real.sin_nat_mul_pi, Real.cos_nat_mul_pi,
      show (n : ℝ) * π / rc * (-1) ^ n * rc = (n * π / rc * rc) * (-1) ^ n by ring,
      div_mul_cancel₀ _ hrc.ne']
    ring

/-- If a potential is continuously differentiable near the cutoff, the force of its truncation
tends to minus the inner slope from the left and to zero from the right. -/
theorem truncated_force_limits {rc : ℝ} {V V' : ℝ → ℝ}
    (hV : ∀ᶠ r in 𝓝 rc, HasDerivAt V (V' r) r) (hc : ContinuousAt V' rc) :
    Tendsto (radialForce (truncated rc V)) (𝓝[<] rc) (𝓝 (-V' rc)) ∧
      Tendsto (radialForce (truncated rc V)) (𝓝[>] rc) (𝓝 0) := by
  constructor
  · have hl : ∀ᶠ r in 𝓝[<] rc, radialForce (truncated rc V) r = -V' r := by
      filter_upwards [hV.filter_mono nhdsWithin_le_nhds, self_mem_nhdsWithin] with r hr hlt
      have e : truncated rc V =ᶠ[𝓝 r] V := by
        filter_upwards [Iio_mem_nhds (Set.mem_Iio.1 hlt)] with x hx
        exact if_pos hx
      rw [radialForce, e.deriv_eq, hr.deriv]
    exact (hc.tendsto.neg.mono_left nhdsWithin_le_nhds).congr' (hl.mono fun _ h => h.symm)
  · have hg : ∀ᶠ r in 𝓝[>] rc, radialForce (truncated rc V) r = 0 := by
      filter_upwards [self_mem_nhdsWithin] with r hgt
      have e : truncated rc V =ᶠ[𝓝 r] fun _ => (0 : ℝ) := by
        filter_upwards [Ioi_mem_nhds (Set.mem_Ioi.1 hgt)] with x hx
        exact if_neg (not_lt_of_ge (le_of_lt hx))
      rw [radialForce, e.deriv_eq]
      simp
    exact tendsto_const_nhds.congr' (hg.mono fun _ h => h.symm)

/-- For a potential that is continuously differentiable near the cutoff and vanishes there,
truncation leaves a continuous force at the cutoff exactly when the inner slope is zero. -/
theorem truncated_continuousForce_iff {rc : ℝ} {V V' : ℝ → ℝ} (h0 : V rc = 0)
    (hV : ∀ᶠ r in 𝓝 rc, HasDerivAt V (V' r) r) (hc : ContinuousAt V' rc) :
    HasContinuousForceAt (truncated rc V) rc ↔ V' rc = 0 := by
  obtain ⟨hL, hR⟩ := truncated_force_limits hV hc
  constructor
  · rintro ⟨-, h⟩
    have a := tendsto_nhds_unique (h.tendsto.mono_left nhdsWithin_le_nhds) hL
    have b := tendsto_nhds_unique (h.tendsto.mono_left nhdsWithin_le_nhds) hR
    linarith
  · intro hs
    -- the truncated potential is dominated by V, which is o(r - rc)
    have hd : HasDerivAt (truncated rc V) 0 rc := by
      have h := hV.self_of_nhds
      rw [hs, hasDerivAt_iff_isLittleO] at h
      rw [hasDerivAt_iff_isLittleO]
      have ht : truncated rc V rc = 0 := if_neg (lt_irrefl rc)
      simp only [h0, ht, smul_zero, sub_zero] at h ⊢
      refine (Asymptotics.IsBigO.of_bound 1 (Eventually.of_forall fun x => ?_)).trans_isLittleO h
      by_cases hx : x < rc <;> simp [truncated, hx]
    have hF : radialForce (truncated rc V) rc = 0 := by rw [radialForce, hd.deriv, neg_zero]
    refine ⟨hd.differentiableAt, continuousAt_iff_continuous_left'_right'.2 ⟨?_, ?_⟩⟩
    · rw [ContinuousWithinAt, hF]
      simpa only [hs, neg_zero] using hL
    · rw [ContinuousWithinAt, hF]
      exact hR

/-- For `rc > 0` and `n ≥ 1`, the force of a truncated radial Bessel function jumps at the
cutoff from a nonzero left limit to zero. -/
theorem besselBasis_force_jump {rc : ℝ} (hrc : 0 < rc) {n : ℕ} (hn : 1 ≤ n) :
    Tendsto (radialForce (truncated rc (besselBasis rc n))) (𝓝[<] rc)
        (𝓝 (-(√(2 / rc) * π / rc ^ 2 * ((-1) ^ n * n)))) ∧
      Tendsto (radialForce (truncated rc (besselBasis rc n))) (𝓝[>] rc) (𝓝 0) ∧
      -(√(2 / rc) * π / rc ^ 2 * ((-1) ^ n * n)) ≠ 0 := by
  have h := truncated_force_limits
    ((eventually_ne_nhds hrc.ne').mono fun r hr => (besselBasis_hasDerivAt rc n hr).1)
    (besselBasis_hasDerivAt rc n hrc.ne').2
  rw [(besselBasis_cutoff hrc n).2] at h
  have hK : √(2 / rc) * π / rc ^ 2 ≠ 0 := by positivity
  have hn' : (n : ℝ) ≠ 0 := Nat.cast_ne_zero.2 (by omega)
  exact ⟨h.1, h.2, neg_ne_zero.2
    (mul_ne_zero hK (mul_ne_zero (pow_ne_zero n (by norm_num)) hn'))⟩

/-- For `rc > 0`, a truncated finite expansion `∑ cₙ eₙ` in radial Bessel functions has a
continuous force at the cutoff exactly when `∑ (-1)ⁿ n cₙ = 0`. -/
theorem expansion_continuousForce_iff {rc : ℝ} (hrc : 0 < rc) (s : Finset ℕ) (c : ℕ → ℝ) :
    HasContinuousForceAt (truncated rc fun r => ∑ n ∈ s, c n * besselBasis rc n r) rc ↔
      ∑ n ∈ s, (-1) ^ n * n * c n = 0 := by
  have h0 : ∑ n ∈ s, c n * besselBasis rc n rc = 0 :=
    Finset.sum_eq_zero fun n _ => by rw [(besselBasis_cutoff hrc n).1, mul_zero]
  have hd : ∀ᶠ r in 𝓝 rc, HasDerivAt (fun r => ∑ n ∈ s, c n * besselBasis rc n r)
      (∑ n ∈ s, c n * besselSlope rc n r) r :=
    (eventually_ne_nhds hrc.ne').mono fun r hr =>
      HasDerivAt.fun_sum fun n _ => (besselBasis_hasDerivAt rc n hr).1.const_mul (c n)
  have hc : ContinuousAt (fun r => ∑ n ∈ s, c n * besselSlope rc n r) rc :=
    tendsto_finsetSum s fun n _ =>
      (besselBasis_hasDerivAt rc n hrc.ne').2.tendsto.const_mul (c n)
  -- all slopes at the cutoff share one nonzero prefactor
  have e : ∑ n ∈ s, c n * besselSlope rc n rc
      = √(2 / rc) * π / rc ^ 2 * ∑ n ∈ s, (-1) ^ n * n * c n := by
    rw [Finset.mul_sum]
    refine Finset.sum_congr rfl fun n _ => ?_
    rw [(besselBasis_cutoff hrc n).2]
    ring
  have hK : √(2 / rc) * π / rc ^ 2 ≠ 0 := by positivity
  refine (truncated_continuousForce_iff h0 hd hc).trans ?_
  show ∑ n ∈ s, c n * besselSlope rc n rc = 0 ↔ _
  rw [e, mul_eq_zero, or_iff_right hK]

/-- For `rc > 0`, an envelope that is continuously differentiable near the cutoff and vanishes
there gives the truncated product with a radial Bessel function a continuous force at `rc`. -/
theorem envelope_continuousForce {rc : ℝ} (hrc : 0 < rc) (n : ℕ) {u u' : ℝ → ℝ}
    (h0 : u rc = 0) (hu : ∀ᶠ r in 𝓝 rc, HasDerivAt u (u' r) r) (hc : ContinuousAt u' rc) :
    HasContinuousForceAt (truncated rc fun r => u r * besselBasis rc n r) rc := by
  obtain ⟨hb, hbs⟩ := besselBasis_hasDerivAt rc n hrc.ne'
  have hd : ∀ᶠ r in 𝓝 rc, HasDerivAt (fun r => u r * besselBasis rc n r)
      (u' r * besselBasis rc n r + u r * besselSlope rc n r) r := by
    filter_upwards [hu, eventually_ne_nhds hrc.ne'] with r h1 h2
    exact h1.fun_mul (besselBasis_hasDerivAt rc n h2).1
  have hcont : ContinuousAt
      (fun r => u' r * besselBasis rc n r + u r * besselSlope rc n r) rc :=
    (hc.mul hb.continuousAt).add (hu.self_of_nhds.continuousAt.mul hbs)
  refine (truncated_continuousForce_iff (by simp [h0]) hd hcont).2 ?_
  -- both terms of the product rule vanish at the cutoff
  simp [h0, (besselBasis_cutoff hrc n).1]

end

end RadialBesselCutoff
```

```lean
#print axioms RadialBesselCutoff.besselBasis_orthonormal
-- 'RadialBesselCutoff.besselBasis_orthonormal' depends on axioms: [propext, Classical.choice, Quot.sound]
#print axioms RadialBesselCutoff.besselBasis_force_jump
-- 'RadialBesselCutoff.besselBasis_force_jump' depends on axioms: [propext, Classical.choice, Quot.sound]
#print axioms RadialBesselCutoff.expansion_continuousForce_iff
-- 'RadialBesselCutoff.expansion_continuousForce_iff' depends on axioms: [propext, Classical.choice, Quot.sound]
#print axioms RadialBesselCutoff.envelope_continuousForce
-- 'RadialBesselCutoff.envelope_continuousForce' depends on axioms: [propext, Classical.choice, Quot.sound]
```

## Lean names and the quantities they stand for

`besselBasis rc n` is $e_n$ and `besselSlope rc n` is the quotient-rule formula for $e_n'$. `truncated rc V` is $V_t$, with the value zero at `rc` itself, and `radialForce` is minus the derivative. In the general theorems `V'` is a separate function, tied to `V` by the hypothesis that it is the derivative at every point near `rc`.

`HasContinuousForceAt` requires the potential to be differentiable at the point as well as the force to be continuous there. Lean's `deriv` returns 0 where no derivative exists, so without the first requirement a potential with a step could pass as having a continuous force.

`besselBasis_orthonormal` assumes `1 ≤ m` and leaves `n` free. This excludes $m=n=0$, where the integral is 0 and not 1. `besselBasis_force_jump` gives both one-sided limits and states that the left one is nonzero. In `expansion_continuousForce_iff` the indices form any finite set `s`; an index 0 contributes nothing to either side.

## How the lemmas carry the calculus

`integral_cos_mode` differentiates the sine antiderivative and applies the fundamental theorem of calculus. In `besselBasis_orthonormal`, the step `key` is the product formula, with $r=0$ treated separately, and `omega` supplies $m+n\neq0$ and $m-n\neq0$. `besselBasis_hasDerivAt` is the quotient rule, and `besselBasis_cutoff` inserts $\sin n\pi=0$ and $\cos n\pi=(-1)^n$.

`truncated_force_limits` uses the fact that each point left of `rc` has a neighbourhood on which the truncated potential equals `V`, and each point to the right has one on which it is zero; derivatives agree accordingly. In `truncated_continuousForce_iff`, `tendsto_nhds_unique` equates the one-sided limits for the forward direction. The backward direction is the $o(r-r_c)$ estimate, with the bound $|V_t|\le|V|$ entering through `IsBigO.of_bound 1`. The last three theorems apply these two results to one basis function, to a finite sum and to the product with an envelope.

## What is guaranteed for a potential in use

The theorems guarantee the behaviour at $r_c$ of one radial potential, in real arithmetic. They say nothing about higher derivatives of the energy or about the size of the integration error.

The envelope theorem asks for differentiability on both sides of `rc`. An envelope that a code switches to zero at the cutoff with a nonzero inner slope has a kink there. The theorem then applies to its inner formula continued past $r_c$, as with $1-r/2$ above, since truncation discards the continuation anyway.

The step left to the user is the one from a linear expansion to a network. There the $e_n(r)$ are inputs to a nonlinear energy function, and the chain rule multiplies each slope by the sensitivity of the energy to that input. The constraint on the $c_n$ does not carry over as it stands. An envelope on every input, as in the envelope theorem, still brings each input and its slope to zero at the cutoff. If the energy function is continuously differentiable and skipping a pair amounts to setting its inputs to zero, the chain rule then gives a continuous force there. That last step is ordinary calculus and not a checked theorem.
